# The von Neumann entropy of a mixture is at least the average entropy of its components

When a small open quantum system is simulated with random noise and each noise realisation yields a density matrix, one can average these matrices and compute the entropy from the eigenvalues of the average. For finitely many realisations in finite dimension, that number is never below the average of the entropies computed realisation by realisation. The two agree only if all realisations of nonzero weight gave the same state.

In symbols, let $\rho_k$ be density matrices, $p_k\ge 0$ weights with $\sum_k p_k=1$, and $\sigma=\sum_k p_k\rho_k$. With $\eta(x)=-x\log x$, $\eta(0)=0$, and $S(\rho)$ the sum of $\eta$ over the eigenvalues of $\rho$, the claim is
$$\sum_k p_k S(\rho_k)\le S(\sigma).$$

## States, entropy and mixtures

```lean
import Mathlib

open Matrix Finset
open scoped ComplexOrder

namespace VonNeumannConcavity

noncomputable section
```

The file loads the library Mathlib. Opening `ComplexOrder` lets $0\le z$ be written for a complex number $z$, meaning that $z$ is real and nonnegative.

```lean
/-- A density matrix: a positive semidefinite complex matrix of trace one. -/
@[ext]
structure DensityMatrix (n : Type*) [Fintype n] where
  /-- The underlying matrix. -/
  mat : Matrix n n ℂ
  pos : mat.PosSemidef
  trace_one : mat.trace = 1
```

A `DensityMatrix n` is a matrix bundled with proofs that it is positive semidefinite and has trace one. The type `n` is a finite set of labels for the basis states, so the Hilbert space is finite-dimensional.

```lean
variable {n κ : Type*} [Fintype n] [DecidableEq n] [Fintype κ]

/-- The eigenvalues of a density matrix, listed with multiplicity. -/
def DensityMatrix.eigenvalue (ρ : DensityMatrix n) (j : n) : ℝ :=
  ρ.pos.isHermitian.eigenvalues j
```

The labels `κ` number the states in the mixture and are also finite. `ρ.eigenvalue j` is the eigenvalue $\lambda_j$ of $\rho$, repeated according to its multiplicity. It is a real number because a positive semidefinite matrix is Hermitian.

```lean
/-- The matrix whose columns are orthonormal eigenvectors of the density matrix. -/
def DensityMatrix.eigenbasis (ρ : DensityMatrix n) : Matrix n n ℂ :=
  (ρ.pos.isHermitian.eigenvectorUnitary : Matrix n n ℂ)
```

The columns of `ρ.eigenbasis`, written $V$ below, are orthonormal eigenvectors of $\rho$.

```lean
/-- The von Neumann entropy: the sum of `-x log x` over the eigenvalues `x`. -/
def DensityMatrix.entropy (ρ : DensityMatrix n) : ℝ :=
  ∑ j, Real.negMulLog (ρ.eigenvalue j)
```

This is $S(\rho)=\sum_j\eta(\lambda_j)$. `Real.negMulLog` is $\eta$ with the natural logarithm, so the entropy is in nats, with Boltzmann's constant set to one.

```lean
/-- The statistical mixture of the states `ρ k` with probabilities `p k`. -/
def mix (p : κ → ℝ) (hp : ∀ k, 0 ≤ p k) (hp1 : ∑ k, p k = 1)
    (ρ : κ → DensityMatrix n) : DensityMatrix n where
  mat := ∑ k, (p k : ℂ) • (ρ k).mat
  pos := Matrix.posSemidef_sum _ fun k _ =>
    (ρ k).pos.smul (Complex.zero_le_real.mpr (hp k))
  trace_one := by
    simp only [Matrix.trace_sum, Matrix.trace_smul, (ρ _).trace_one, smul_eq_mul, mul_one]
    exact_mod_cast hp1
```

`mix p hp hp1 ρ` is $\sigma$. The arguments `hp` and `hp1` are proofs that the weights are nonnegative and sum to one. They are needed to show that $\sigma$ is again positive semidefinite with trace one.

## Measuring in an arbitrary basis

```lean
/-- The real part of the `i`-th diagonal entry of `Uᴴ * ρ.mat * U`. If the columns of `U` are
orthonormal, this is the probability of outcome `i` when `ρ` is measured in that basis. -/
def outcomeProb (ρ : DensityMatrix n) (U : Matrix n n ℂ) (i : n) : ℝ :=
  ((Uᴴ * ρ.mat * U) i i).re
```

If the columns of $U$ are an orthonormal basis, the probability of outcome $i$ is $q_i=(U^\dagger\rho U)_{ii}$. Lean writes the dagger as `ᴴ`, and `.re` turns the complex entry into a real number. The definition accepts any square $U$; orthonormality enters later as the hypothesis `hU : Uᴴ * U = 1`.

```lean
/-- The sum of `-x log x` over the values `x = outcomeProb ρ U i`. If the columns of `U` are
orthonormal, this is the Shannon entropy of the outcomes when `ρ` is measured in that basis. -/
def measurementEntropy (ρ : DensityMatrix n) (U : Matrix n n ℂ) : ℝ :=
  ∑ i, Real.negMulLog (outcomeProb ρ U i)
```

This is $H_U(\rho)=\sum_i\eta(q_i)$, which for orthonormal columns is the Shannon entropy of the outcomes.

```lean
/-- The eigenvectors are orthonormal, and they diagonalise the density matrix. -/
theorem spectral (ρ : DensityMatrix n) :
    ρ.eigenbasisᴴ * ρ.eigenbasis = 1 ∧
    ρ.mat = ρ.eigenbasis * diagonal (fun j => (ρ.eigenvalue j : ℂ)) * ρ.eigenbasisᴴ := by
  refine ⟨?_, ?_⟩
  · exact Matrix.mem_unitaryGroup_iff'.mp ρ.pos.isHermitian.eigenvectorUnitary.2
  · have h := ρ.pos.isHermitian.spectral_theorem
    rw [Unitary.conjStarAlgAut_apply] at h
    exact h
```

The spectral theorem gives $V^\dagger V=1$ and $\rho=V\Lambda V^\dagger$, with $\Lambda$ the diagonal matrix of the $\lambda_j$.

```lean
/-- For any square `U`, `outcomeProb ρ U i` is the sum of the eigenvalues of `ρ` weighted by the
squared moduli of the entries in row `i` of `Uᴴ * ρ.eigenbasis`, and it is nonnegative. -/
theorem outcomeProb_eq (ρ : DensityMatrix n) (U : Matrix n n ℂ) (i : n) :
    outcomeProb ρ U i =
      ∑ j, Complex.normSq ((Uᴴ * ρ.eigenbasis) i j) * ρ.eigenvalue j ∧
    0 ≤ outcomeProb ρ U i := by
  have h : Uᴴ * ρ.mat * U = (Uᴴ * ρ.eigenbasis) *
      diagonal (fun j => (ρ.eigenvalue j : ℂ)) * (Uᴴ * ρ.eigenbasis)ᴴ := by
    rw [(spectral ρ).2]
    simp only [conjTranspose_mul, conjTranspose_conjTranspose, Matrix.mul_assoc]
  have h' : outcomeProb ρ U i =
      ∑ j, Complex.normSq ((Uᴴ * ρ.eigenbasis) i j) * ρ.eigenvalue j := by
    unfold outcomeProb
    rw [h, Matrix.mul_apply, Complex.re_sum]
    refine sum_congr rfl fun j _ => ?_
    rw [Matrix.mul_diagonal, conjTranspose_apply]
    generalize (Uᴴ * ρ.eigenbasis) i j = z
    rw [Complex.star_def, mul_right_comm, Complex.mul_conj, ← Complex.ofReal_mul,
      Complex.ofReal_re]
  refine ⟨h', ?_⟩
  rw [h']
  exact sum_nonneg fun j _ =>
    mul_nonneg (Complex.normSq_nonneg _) (ρ.pos.eigenvalues_nonneg j)
```

Put $W=U^\dagger V$, the matrix of overlaps between measurement vectors and eigenvectors. Then $U^\dagger\rho U=W\Lambda W^\dagger$, and its diagonal entries are
$$q_i=\sum_j W_{ij}\lambda_j\overline{W_{ij}}=\sum_j|W_{ij}|^2\lambda_j\ge 0.$$
In Lean, `Complex.normSq` is the squared modulus.

```lean
/-- The overlaps between an orthonormal measurement basis and the eigenbasis form a unitary matrix.
For each outcome their squared moduli sum to one over the eigenvectors. The von Neumann entropy is
the sum, over outcomes and eigenvectors, of the squared modulus times `-x log x` of the eigenvalue.
-/
theorem overlap (ρ : DensityMatrix n) {U : Matrix n n ℂ} (hU : Uᴴ * U = 1) :
    (Uᴴ * ρ.eigenbasis) * (Uᴴ * ρ.eigenbasis)ᴴ = 1 ∧
    (∀ i, ∑ j, Complex.normSq ((Uᴴ * ρ.eigenbasis) i j) = 1) ∧
    ρ.entropy = ∑ i, ∑ j, Complex.normSq ((Uᴴ * ρ.eigenbasis) i j) *
      Real.negMulLog (ρ.eigenvalue j) := by
  have hW : (Uᴴ * ρ.eigenbasis) * (Uᴴ * ρ.eigenbasis)ᴴ = 1 := by
    rw [conjTranspose_mul, conjTranspose_conjTranspose, Matrix.mul_assoc,
      ← Matrix.mul_assoc ρ.eigenbasis, mul_eq_one_comm.mp (spectral ρ).1, Matrix.one_mul, hU]
  have row : ∀ W : Matrix n n ℂ, W * Wᴴ = 1 → ∀ i, ∑ j, Complex.normSq (W i j) = 1 := by
    intro W h i
    have h' : ((W * Wᴴ) i i).re = ((1 : Matrix n n ℂ) i i).re := by rw [h]
    rw [Matrix.mul_apply, Complex.re_sum, Matrix.one_apply_eq, Complex.one_re] at h'
    refine Eq.trans (sum_congr rfl fun j _ => ?_) h'
    rw [conjTranspose_apply, Complex.star_def, Complex.mul_conj, Complex.ofReal_re]
  refine ⟨hW, row _ hW, ?_⟩
  rw [sum_comm]
  refine sum_congr rfl fun j _ => ?_
  have hr := row (Uᴴ * ρ.eigenbasis)ᴴ
    (by rw [conjTranspose_conjTranspose]; exact mul_eq_one_comm.mp hW) j
  have hc : ∑ i, Complex.normSq ((Uᴴ * ρ.eigenbasis) i j) = 1 := by
    refine Eq.trans (sum_congr rfl fun i _ => ?_) hr
    rw [conjTranspose_apply, Complex.star_def, Complex.normSq_conj]
  rw [← sum_mul, hc, one_mul]
```

For orthonormal $U$, $WW^\dagger=U^\dagger VV^\dagger U=1$. The diagonal entries of this equation say $\sum_j|W_{ij}|^2=1$ for each $i$. Since $W$ is square, $W^\dagger W=1$ as well, so $\sum_i|W_{ij}|^2=1$ for each $j$. Inserting this second sum into the entropy gives
$$S(\rho)=\sum_i\sum_j|W_{ij}|^2\,\eta(\lambda_j).$$

## Measuring in an orthonormal basis gives at least the entropy of the state

```lean
/-- For each outcome, `-x log x` of its probability is at least the average of `-x log x` over
the eigenvalues, weighted by the squared overlaps. -/
theorem jensen_outcome (ρ : DensityMatrix n) {U : Matrix n n ℂ} (hU : Uᴴ * U = 1) (i : n) :
    ∑ j, Complex.normSq ((Uᴴ * ρ.eigenbasis) i j) * Real.negMulLog (ρ.eigenvalue j) ≤
      Real.negMulLog (outcomeProb ρ U i) := by
  rw [(outcomeProb_eq ρ U i).1]
  exact Real.concaveOn_negMulLog.le_map_sum (fun j _ => Complex.normSq_nonneg _)
    ((overlap ρ hU).2.1 i) (fun j _ => ρ.pos.eigenvalues_nonneg j)
```

Let the columns of $U$ be orthonormal, which is the hypothesis `hU`. For fixed $i$ the numbers $|W_{ij}|^2$ are then weights that sum to one, and $\eta$ is concave on $[0,\infty)$. Jensen's inequality, `le_map_sum` in Lean, gives
$$\sum_j|W_{ij}|^2\,\eta(\lambda_j)\le\eta\Big(\sum_j|W_{ij}|^2\lambda_j\Big)=\eta(q_i).$$

```lean
/-- The outcome entropy of a measurement in any orthonormal basis is at least the von Neumann
entropy. -/
theorem entropy_le_measurementEntropy (ρ : DensityMatrix n) {U : Matrix n n ℂ}
    (hU : Uᴴ * U = 1) : ρ.entropy ≤ measurementEntropy ρ U := by
  rw [(overlap ρ hU).2.2]
  exact sum_le_sum fun i _ => jensen_outcome ρ hU i
```

Summing over $i$ gives $S(\rho)\le H_U(\rho)$.

```lean
/-- If the outcome entropy equals the von Neumann entropy, the state is diagonal in the measured
basis, with the outcome probabilities on the diagonal. -/
theorem diagonal_of_entropy_eq (ρ : DensityMatrix n) {U : Matrix n n ℂ} (hU : Uᴴ * U = 1)
    (h : ρ.entropy = measurementEntropy ρ U) :
    ρ.mat = U * diagonal (fun i => (outcomeProb ρ U i : ℂ)) * Uᴴ := by
  obtain ⟨hW, hrow, hS⟩ := overlap ρ hU
  rw [hS, measurementEntropy, sum_eq_sum_iff_of_le fun i _ => jensen_outcome ρ hU i] at h
  -- strict concavity: only eigenvalues equal to the outcome probability contribute
  have key : ∀ i j, (Uᴴ * ρ.eigenbasis) i j ≠ 0 → ρ.eigenvalue j = outcomeProb ρ U i := by
    intro i j hij
    have hi := (h i (mem_univ i)).symm
    rw [(outcomeProb_eq ρ U i).1] at hi ⊢
    exact (Real.strictConcaveOn_negMulLog.map_sum_eq_iff'
      (fun j _ => Complex.normSq_nonneg _) (hrow i)
      (fun j _ => ρ.pos.eigenvalues_nonneg j)).mp hi j (mem_univ j)
      (fun h0 => hij (Complex.normSq_eq_zero.mp h0))
  have hUW : U * (Uᴴ * ρ.eigenbasis) = ρ.eigenbasis := by
    rw [← Matrix.mul_assoc, mul_eq_one_comm.mp hU, Matrix.one_mul]
  have hρ := (spectral ρ).2
  rw [← hUW] at hρ
  generalize Uᴴ * ρ.eigenbasis = W at hW key hρ
  have hD : W * diagonal (fun j => (ρ.eigenvalue j : ℂ)) =
      diagonal (fun i => (outcomeProb ρ U i : ℂ)) * W := by
    ext i j
    rw [Matrix.mul_diagonal, Matrix.diagonal_mul]
    by_cases hw : W i j = 0
    · rw [hw, zero_mul, mul_zero]
    · rw [key i j hw, mul_comm]
  rw [hρ, conjTranspose_mul, Matrix.mul_assoc U W, hD]
  simp only [Matrix.mul_assoc]
  rw [← Matrix.mul_assoc W, hW, Matrix.one_mul]
```

Suppose $S(\rho)=H_U(\rho)$ for a $U$ with orthonormal columns. A sum of inequalities is tight only if each one is, so Jensen's inequality is an equality for every $i$. Because $\eta$ is strictly concave, every $\lambda_j$ with nonzero weight must equal the average: $\lambda_j=q_i$ whenever $W_{ij}\ne0$. This is `key` in the proof. Hence $W_{ij}\lambda_j=q_iW_{ij}$ for all $i,j$, or $W\Lambda=QW$ with $Q$ the diagonal matrix of the $q_i$ (`hD`). Since $V=UW$,
$$\rho=UW\Lambda W^\dagger U^\dagger=UQWW^\dagger U^\dagger=UQU^\dagger.$$
The state is therefore diagonal in the measured basis.

```lean
/-- Measuring a state in its own eigenbasis gives its von Neumann entropy. -/
theorem measurementEntropy_eigenbasis (ρ : DensityMatrix n) :
    measurementEntropy ρ ρ.eigenbasis = ρ.entropy := by
  refine sum_congr rfl fun i _ => ?_
  rw [(outcomeProb_eq ρ _ i).1, (spectral ρ).1, sum_eq_single i]
  · simp
  · intro j _ hj
    simp [Matrix.one_apply_ne hj.symm]
  · simp
```

For $U=V$ the overlap matrix is $W=1$, so $q_i=\lambda_i$ and $H_V(\rho)=S(\rho)$.

## Measuring every state in the eigenbasis of the mixture

```lean
/-- For any square `U`, the value of `outcomeProb` for the mixture is the weighted average of its
values for the component states, and `-x log x` of the mixture's value is at least the weighted
average of `-x log x` of the components' values. -/
theorem jensen_mix (p : κ → ℝ) (hp : ∀ k, 0 ≤ p k) (hp1 : ∑ k, p k = 1)
    (ρ : κ → DensityMatrix n) (U : Matrix n n ℂ) (i : n) :
    outcomeProb (mix p hp hp1 ρ) U i = ∑ k, p k * outcomeProb (ρ k) U i ∧
    ∑ k, p k * Real.negMulLog (outcomeProb (ρ k) U i) ≤
      Real.negMulLog (outcomeProb (mix p hp hp1 ρ) U i) := by
  have h : outcomeProb (mix p hp hp1 ρ) U i = ∑ k, p k * outcomeProb (ρ k) U i := by
    simp only [outcomeProb, mix, Matrix.mul_sum, Matrix.sum_mul, Matrix.mul_smul,
      Matrix.smul_mul, Matrix.sum_apply, Matrix.smul_apply, smul_eq_mul, Complex.re_sum,
      Complex.re_ofReal_mul]
  refine ⟨h, ?_⟩
  rw [h]
  exact Real.concaveOn_negMulLog.le_map_sum (fun k _ => hp k) hp1
    (fun k _ => (outcomeProb_eq (ρ k) U i).2)
```

Write $q_i^{(k)}$ for the outcome probabilities of $\rho_k$ and $q_i$ for those of $\sigma$. The diagonal entry of $U^\dagger\rho U$ is linear in $\rho$, so $q_i=\sum_kp_kq_i^{(k)}$. Jensen's inequality, now with the weights $p_k$, gives $\sum_kp_k\,\eta(q_i^{(k)})\le\eta(q_i)$.

```lean
/-- Concavity of the von Neumann entropy, with its equality case: the entropy of a mixture is at
least the average entropy, with equality exactly when every state of nonzero weight equals the
mixture. -/
theorem entropy_concave (p : κ → ℝ) (hp : ∀ k, 0 ≤ p k) (hp1 : ∑ k, p k = 1)
    (ρ : κ → DensityMatrix n) :
    ∑ k, p k * (ρ k).entropy ≤ (mix p hp hp1 ρ).entropy ∧
    (∑ k, p k * (ρ k).entropy = (mix p hp hp1 ρ).entropy ↔
      ∀ k, p k ≠ 0 → ρ k = mix p hp hp1 ρ) := by
  have hJ := jensen_mix p hp hp1 ρ (mix p hp hp1 ρ).eigenbasis
  generalize mix p hp hp1 ρ = σ at hJ ⊢
  have hV := (spectral σ).1
  have hσ := measurementEntropy_eigenbasis σ
  -- measure every state in the eigenbasis of the mixture
  have h1 : ∀ k ∈ univ, p k * (ρ k).entropy ≤
      p k * measurementEntropy (ρ k) σ.eigenbasis := fun k _ =>
    mul_le_mul_of_nonneg_left (entropy_le_measurementEntropy (ρ k) hV) (hp k)
  have hswap : ∑ k, p k * measurementEntropy (ρ k) σ.eigenbasis =
      ∑ i, ∑ k, p k * Real.negMulLog (outcomeProb (ρ k) σ.eigenbasis i) := by
    simp only [measurementEntropy, mul_sum]
    exact sum_comm
  have h2 : ∑ k, p k * measurementEntropy (ρ k) σ.eigenbasis ≤ σ.entropy := by
    rw [hswap, ← hσ]
    exact sum_le_sum fun i _ => (hJ i).2
  have h3 := sum_le_sum h1
  refine ⟨h3.trans h2, fun h k hk => ?_, fun h => ?_⟩
  · -- both inequalities are tight, so the states share eigenbasis and eigenvalues
    have e1 := (sum_eq_sum_iff_of_le h1).mp (le_antisymm h3 (h2.trans h.ge)) k (mem_univ k)
    have e2 := le_antisymm h2 (h.ge.trans h3)
    rw [hswap, ← hσ, measurementEntropy, sum_eq_sum_iff_of_le fun i _ => (hJ i).2] at e2
    have hd : ∀ i, outcomeProb (ρ k) σ.eigenbasis i = outcomeProb σ σ.eigenbasis i := by
      intro i
      have hi := (e2 i (mem_univ i)).symm
      rw [(hJ i).1] at hi ⊢
      exact (Real.strictConcaveOn_negMulLog.map_sum_eq_iff' (fun k _ => hp k) hp1
        (fun k _ => (outcomeProb_eq (ρ k) σ.eigenbasis i).2)).mp hi k (mem_univ k) hk
    apply DensityMatrix.ext
    rw [diagonal_of_entropy_eq (ρ k) hV (mul_left_cancel₀ hk e1)]
    simp only [hd]
    exact (diagonal_of_entropy_eq σ hV hσ.symm).symm
  · calc ∑ k, p k * (ρ k).entropy = ∑ k, p k * σ.entropy := by
          refine sum_congr rfl fun k _ => ?_
          by_cases hk : p k = 0
          · rw [hk, zero_mul, zero_mul]
          · rw [h k hk]
      _ = σ.entropy := by rw [← sum_mul, hp1, one_mul]

end

end VonNeumannConcavity
```

The theorem states the inequality and, after `∧` ("and"), its equality case: `↔` reads "if and only if". The proof names the mixture `σ` and takes $V$ to be its eigenbasis. Then
$$\sum_kp_kS(\rho_k)\le\sum_kp_kH_V(\rho_k)=\sum_i\sum_kp_k\,\eta(q_i^{(k)})\le\sum_i\eta(q_i)=H_V(\sigma)=S(\sigma).$$
The first step is the measurement bound (`h1`, summed in `h3`), the second exchanges the sums (`hswap`), and the third is Jensen's inequality for the mixture (`h2`).

If the two ends are equal, both inequalities are tight. Take a $k$ with $p_k\ne0$. Tightness of the first gives $S(\rho_k)=H_V(\rho_k)$ after cancelling $p_k$, so $\rho_k$ is diagonal in the basis $V$. Tightness of the second, with strict concavity, gives $q_i^{(k)}=q_i$ for every $i$ (`hd`). So $\rho_k$ and $\sigma$ are diagonal in the same basis with the same entries, and $\rho_k=\sigma$.

Conversely, if every state of nonzero weight equals $\sigma$, the average entropy is $\sum_kp_kS(\sigma)=S(\sigma)$. States of zero weight are unrestricted, since they contribute to neither side. The theorem settles when the gap between the two entropies vanishes, but gives no estimate of its size otherwise.

```lean
#print axioms VonNeumannConcavity.entropy_concave
```

```
'VonNeumannConcavity.entropy_concave' depends on axioms: [propext, Classical.choice, Quot.sound]
```
